# For real symmetric A, real b and Im c ≠ 0, the bordered Kohn matrix is singular only if a null vector of A is orthogonal to b

The bordered matrix of a Kohn scattering calculation,

$$M=\begin{pmatrix}A&b\\ b^{T}&c\end{pmatrix},$$

with $A$ real symmetric, $b$ real and $\operatorname{Im}c\neq0$, should be singular only if some nonzero $v$ has $Av=0$ and $b\cdot v=0$. With real $c\neq0$ and a single basis function, $A=h-E$, it is instead singular at $E=h-b^2/c$. I know this as the statement that real Kohn has spurious poles which complex Kohn generically avoids. Can it be made rigorous, including the word "generically", and machine-checked in Lean?

## With real couplings and a complex corner element, a null vector has zero border amplitude

Yes, for real $b$: the condition on $v$ is both necessary and sufficient, and $v$ can be taken real. The couplings to an outgoing wave are generally complex, and the result does not cover that case. For $A=H-E$ with fixed real $b$ and fixed $c$ off the real axis, no real energy is singular exactly when every real eigenvector of $H$ overlaps $b$. This identifies the exceptional case exactly. For $N\geq1$ basis functions, it occurs when $\det(b,Hb,\dots,H^{N-1}b)=0$. That determinant is a polynomial in the entries of $H$ and $b$, and it is nonzero for diagonal $H$ with distinct entries and $b=(1,\dots,1)$. The exceptional pairs $(H,b)$ therefore have measure zero, which is the sense of "generically". Symmetry can still enforce the exceptional case, when an eigenvector of $H$ and the scattering function belong to different symmetries. The Lean code proves the overlap criterion, not this measure statement.

Here $H$ is the Hamiltonian matrix in a finite orthonormal set of square-integrable functions, $E$ is the energy, $b$ holds the matrix elements of the Hamiltonian minus $E$ between that set and one additional scattering function, and $c$ is the diagonal element of the same operator for that function. Their own dependence on $E$ is ignored wherever $b$ and $c$ are called fixed. A complex $c$ stands for an outgoing wave, a real one for a standing wave. As usual in the complex Kohn method, the scattering function is not complex-conjugated in these matrix elements.

$M$ is singular when amplitudes $x_j$ and $t$, not all zero, satisfy

$$\sum_j A_{ij}x_j+b_it=0,\qquad \sum_j b_jx_j+ct=0 .$$

Multiply the first equation by $\bar x_i$ and sum over $i$. The conjugate of the second gives $\sum_i\bar x_ib_i=-\bar c\,\bar t$, so

$$\sum_{ij}\bar x_iA_{ij}x_j=-t\sum_i\bar x_ib_i=\bar c\,|t|^2 .$$

The left side is real because $A$ is real and symmetric. Hence $(c-\bar c)|t|^2=2i\,\operatorname{Im}c\,|t|^2=0$, and $t=0$. What remains is $Ax=0$ and $b\cdot x=0$ with $x\neq0$. The real and imaginary parts of $x$ satisfy these equations separately, and at least one of them is nonzero; call it $v$. Conversely, such a $v$ with $t=0$ solves both equations.

For $A=H-E$ the condition reads $Hv=Ev$ and $b\cdot v=0$. A degenerate eigenvalue of $H$ always supplies such a $v$, since a two-dimensional eigenspace contains a nonzero vector orthogonal to $b$.

## A real corner element makes the matrix singular at the eigenvalues of a dressed Hamiltonian

For real $c\neq0$, the second equation gives $t=-(b\cdot x)/c$. If $x$ were zero, $t$ would be too, so $x\neq0$, and again a real or imaginary part provides a nonzero real $v$ with

$$Av=\frac{b\cdot v}{c}\,b .$$

With $A=H-E$ this becomes

$$\Bigl(H-\frac{bb^{T}}{c}\Bigr)v=Ev .$$

Conversely, if a nonzero real $v$ satisfies this equation, then $x=v$ and $t=-(b\cdot v)/c$ solve both original equations, so $M$ is singular at $E$. The dressed matrix is real symmetric, so in a nonempty basis it has a real eigenvalue, and a singular energy exists whatever the fixed $b$ and $c$ are.

For one basis function, $v$ is a nonzero number and cancels, leaving $h-E=b^2/c$, that is $E=h-b^2/c$. With $\operatorname{Im}c\neq0$ the conditions are $(h-E)v=0$ and $bv=0$, so $E=h$ and $b=0$ are both required.

## How the Lean statements encode the Kohn matrix

`kohnMatrix A b c` is a complex matrix indexed by `n ⊕ Unit`: the finite type `n` labels the basis functions, and `Unit` the scattering function. The types of `A` and `b` make them real; `A.IsSymm` and `c.im ≠ 0` are the remaining hypotheses of `complex_kohn_singular_iff`. Singularity is `det = 0`, `*ᵥ` is matrix times vector, and `⬝ᵥ` is the dot product.

`complex_kohn_pole_free_iff` quantifies over all real energies with `b` and `c` held fixed. `real_kohn_pole_iff` identifies the singular energies for real nonzero `c`, and `real_kohn_pole_exists` adds symmetry of `H` and a nonempty basis. The last two theorems treat the $1\times1$ block `!![h - E]`.

The theorems concern the determinant. They do not derive the Kohn variational principle, or show that a singular energy is spurious: the tangent of the phase shift, which the usual standing-wave calculation yields, also has true poles, where the phase shift passes through an odd multiple of $\pi/2$. Real $b$ is a substantial idealisation, because coupling to an outgoing wave is generally complex. For complex $b$ the criterion can fail: with $A=1$ and $b^2=c$ the determinant $c-b^2$ vanishes although $A$ has no null vector.

```lean
import Mathlib

open Matrix
open scoped ComplexConjugate

namespace KohnVariational

noncomputable section

variable {n : Type*} [Fintype n] [DecidableEq n]

/-- The bordered Kohn matrix `[[A, b], [bᵀ, c]]`, with a real block `A`, a real coupling
vector `b` and a complex corner element `c`. -/
def kohnMatrix (A : Matrix n n ℝ) (b : n → ℝ) (c : ℂ) : Matrix (n ⊕ Unit) (n ⊕ Unit) ℂ :=
  Matrix.fromBlocks (A.map (fun r => (r : ℂ))) (Matrix.of fun i _ => (b i : ℂ))
    (Matrix.of fun _ j => (b j : ℂ)) (Matrix.of fun _ _ => c)

/-- The dressed Hamiltonian `H - b bᵀ / c`. -/
def dressed (H : Matrix n n ℝ) (b : n → ℝ) (c : ℝ) : Matrix n n ℝ :=
  Matrix.of fun i j => H i j - b i * b j / c

/-- The matrix `H - E` acts on a vector as `H v - E v`. -/
theorem shift_mulVec (H : Matrix n n ℝ) (E : ℝ) (v : n → ℝ) :
    (H - E • (1 : Matrix n n ℝ)) *ᵥ v = H *ᵥ v - E • v := by
  funext i
  simp [Matrix.mulVec, dotProduct, sub_mul, Finset.sum_sub_distrib, Matrix.one_apply]

/-- The Kohn matrix is singular exactly when the homogeneous Kohn equations have a nonzero
solution, with amplitudes `x` in the basis and `t` on the border function. -/
theorem singular_iff_amplitudes (A : Matrix n n ℝ) (b : n → ℝ) (c : ℂ) :
    (kohnMatrix A b c).det = 0 ↔ ∃ (x : n → ℂ) (t : ℂ), (x ≠ 0 ∨ t ≠ 0) ∧
      (∀ i, ∑ j, (A i j : ℂ) * x j + (b i : ℂ) * t = 0) ∧
      ∑ j, (b j : ℂ) * x j + c * t = 0 := by
  rw [← Matrix.exists_mulVec_eq_zero_iff]
  constructor
  · rintro ⟨w, hw, h⟩
    refine ⟨fun i => w (Sum.inl i), w (Sum.inr ()), ?_, fun i => ?_, ?_⟩
    · by_contra hcon
      rw [not_or, not_not, not_not] at hcon
      apply hw
      funext k
      rcases k with i | u
      · exact congrFun hcon.1 i
      · exact hcon.2
    · simpa [kohnMatrix, Matrix.mulVec, dotProduct, Fintype.sum_sum_type]
        using congrFun h (Sum.inl i)
    · simpa [kohnMatrix, Matrix.mulVec, dotProduct, Fintype.sum_sum_type]
        using congrFun h (Sum.inr ())
  · rintro ⟨x, t, hne, h1, h2⟩
    refine ⟨Sum.elim x (fun _ => t), ?_, ?_⟩
    · intro h0
      rcases hne with hx | ht
      · exact hx (funext fun i => congrFun h0 (Sum.inl i))
      · exact ht (congrFun h0 (Sum.inr ()))
    · funext k
      rcases k with i | u
      · simpa [kohnMatrix, Matrix.mulVec, dotProduct, Fintype.sum_sum_type] using h1 i
      · simpa [kohnMatrix, Matrix.mulVec, dotProduct, Fintype.sum_sum_type] using h2

omit [DecidableEq n] in
/-- For real symmetric `A` and real `b`, if `c` has a nonzero imaginary part, every solution of the
homogeneous Kohn equations has zero amplitude on the border function. -/
theorem border_amplitude_zero {A : Matrix n n ℝ} (hA : A.IsSymm) {b : n → ℝ} {c : ℂ}
    (hc : c.im ≠ 0) {x : n → ℂ} {t : ℂ}
    (h1 : ∀ i, ∑ j, (A i j : ℂ) * x j + (b i : ℂ) * t = 0)
    (h2 : ∑ j, (b j : ℂ) * x j + c * t = 0) : t = 0 := by
  -- the quadratic form `x† A x` of a real symmetric matrix is real
  have hS : conj (∑ i, conj (x i) * ∑ j, (A i j : ℂ) * x j)
      = ∑ i, conj (x i) * ∑ j, (A i j : ℂ) * x j := by
    simp only [map_sum, map_mul, Complex.conj_conj, Complex.conj_ofReal, Finset.mul_sum]
    rw [Finset.sum_comm]
    refine Finset.sum_congr rfl fun i _ => Finset.sum_congr rfl fun j _ => ?_
    rw [hA.apply i j]
    ring
  have hb : ∑ i, conj (x i) * (b i : ℂ) = -(conj c * conj t) := by
    have h := congrArg (starRingEnd ℂ) h2
    simp only [map_add, map_sum, map_mul, Complex.conj_ofReal, map_zero] at h
    have e : ∑ i, conj (x i) * (b i : ℂ) = ∑ i, (b i : ℂ) * conj (x i) :=
      Finset.sum_congr rfl fun i _ => mul_comm _ _
    rw [e]
    linear_combination h
  -- the Kohn equations evaluate it as `conj c * |t|²`
  have hv : ∑ i, conj (x i) * ∑ j, (A i j : ℂ) * x j = conj c * (conj t * t) := by
    calc ∑ i, conj (x i) * ∑ j, (A i j : ℂ) * x j
        = ∑ i, -t * (conj (x i) * (b i : ℂ)) :=
          Finset.sum_congr rfl fun i _ => by
            rw [eq_neg_of_add_eq_zero_left (h1 i)]
            ring
      _ = conj c * (conj t * t) := by
          rw [← Finset.mul_sum, hb]
          ring
  rw [hv] at hS
  simp only [map_mul, Complex.conj_conj] at hS
  have hz : (c - conj c) * (t * conj t) = 0 := by linear_combination hS
  rcases mul_eq_zero.mp hz with h | h
  · exfalso
    apply hc
    have h' := congrArg Complex.im h
    simp only [Complex.sub_im, Complex.conj_im, Complex.zero_im] at h'
    linarith
  · rcases mul_eq_zero.mp h with h | h
    · exact h
    · exact (map_eq_zero _).mp h

/-- For real symmetric `A`, real `b` and `c` off the real axis, the Kohn matrix is singular
iff some nonzero real vector is annihilated by `A` and orthogonal to `b`. -/
theorem complex_kohn_singular_iff {A : Matrix n n ℝ} (hA : A.IsSymm) (b : n → ℝ) {c : ℂ}
    (hc : c.im ≠ 0) :
    (kohnMatrix A b c).det = 0 ↔ ∃ v : n → ℝ, v ≠ 0 ∧ A *ᵥ v = 0 ∧ b ⬝ᵥ v = 0 := by
  rw [singular_iff_amplitudes]
  constructor
  · rintro ⟨x, t, hne, h1, h2⟩
    have ht : t = 0 := border_amplitude_zero hA hc h1 h2
    subst ht
    have hx : x ≠ 0 := hne.resolve_right (fun h => h rfl)
    -- the real or the imaginary part of `x` is a nonzero real solution
    by_cases hre : (fun i => (x i).re) = 0
    · refine ⟨fun i => (x i).im, fun him => hx (funext fun i =>
        Complex.ext (congrFun hre i) (congrFun him i)), funext fun i => ?_, ?_⟩
      · simpa [Matrix.mulVec, dotProduct, Complex.im_sum] using congrArg Complex.im (h1 i)
      · simpa [dotProduct, Complex.im_sum] using congrArg Complex.im h2
    · refine ⟨fun i => (x i).re, hre, funext fun i => ?_, ?_⟩
      · simpa [Matrix.mulVec, dotProduct, Complex.re_sum] using congrArg Complex.re (h1 i)
      · simpa [dotProduct, Complex.re_sum] using congrArg Complex.re h2
  · rintro ⟨v, hv, h1, h2⟩
    refine ⟨fun i => (v i : ℂ), 0, Or.inl fun h0 => hv (funext fun i =>
      Complex.ofReal_eq_zero.mp (congrFun h0 i)), fun i => ?_, ?_⟩
    · have r : ∑ j, A i j * v j = 0 := congrFun h1 i
      rw [mul_zero, add_zero]
      beta_reduce
      exact_mod_cast r
    · have r : ∑ j, b j * v j = 0 := h2
      rw [mul_zero, add_zero]
      beta_reduce
      exact_mod_cast r

/-- For real symmetric `H`, fixed real `b` and fixed `c` off the real axis, the Kohn matrix of `H -
E` is nonsingular at all real energies iff every real eigenvector of `H` has nonzero overlap with
`b`. -/
theorem complex_kohn_pole_free_iff {H : Matrix n n ℝ} (hH : H.IsSymm) (b : n → ℝ) {c : ℂ}
    (hc : c.im ≠ 0) :
    (∀ E : ℝ, (kohnMatrix (H - E • (1 : Matrix n n ℝ)) b c).det ≠ 0) ↔
      ∀ (E : ℝ) (v : n → ℝ), v ≠ 0 → H *ᵥ v = E • v → b ⬝ᵥ v ≠ 0 := by
  have hs : ∀ E : ℝ, (H - E • (1 : Matrix n n ℝ)).IsSymm := fun E =>
    hH.sub (Matrix.isSymm_one.smul E)
  constructor
  · intro h E v hv hE hb
    exact h E ((complex_kohn_singular_iff (hs E) b hc).2
      ⟨v, hv, by rw [shift_mulVec, hE, sub_self], hb⟩)
  · intro h E hd
    obtain ⟨v, hv, h1, h2⟩ := (complex_kohn_singular_iff (hs E) b hc).1 hd
    rw [shift_mulVec, sub_eq_zero] at h1
    exact h E v hv h1 h2

/-- For real nonzero `c`, the Kohn matrix is singular iff some nonzero real `v` satisfies
`A v = (b·v / c) b`. -/
theorem real_kohn_singular_iff (A : Matrix n n ℝ) (b : n → ℝ) {c : ℝ} (hc : c ≠ 0) :
    (kohnMatrix A b (c : ℂ)).det = 0 ↔
      ∃ v : n → ℝ, v ≠ 0 ∧ A *ᵥ v = ((b ⬝ᵥ v) / c) • b := by
  rw [singular_iff_amplitudes]
  constructor
  · rintro ⟨x, t, hne, h1, h2⟩
    -- eliminate the border amplitude from a real solution
    have key : ∀ (v : n → ℝ) (s : ℝ), v ≠ 0 → (∀ i, ∑ j, A i j * v j + b i * s = 0) →
        ∑ j, b j * v j + c * s = 0 →
        ∃ v : n → ℝ, v ≠ 0 ∧ A *ᵥ v = ((b ⬝ᵥ v) / c) • b := by
      intro v s hv e1 e2
      refine ⟨v, hv, funext fun i => ?_⟩
      have hs : (b ⬝ᵥ v) / c = -s := by
        rw [div_eq_iff hc]
        simp only [dotProduct]
        linear_combination e2
      rw [hs]
      simp only [Matrix.mulVec, dotProduct, Pi.smul_apply, smul_eq_mul]
      linear_combination e1 i
    by_cases hre : (fun i => (x i).re) = 0
    · by_cases him : (fun i => (x i).im) = 0
      · exfalso
        have hx : x = 0 := funext fun i => Complex.ext (congrFun hre i) (congrFun him i)
        have ht : t = 0 := by simpa [hx, hc] using h2
        exact hne.elim (fun h => h hx) (fun h => h ht)
      · refine key _ t.im him (fun i => ?_) ?_
        · simpa [Complex.im_sum] using congrArg Complex.im (h1 i)
        · simpa [Complex.im_sum] using congrArg Complex.im h2
    · refine key _ t.re hre (fun i => ?_) ?_
      · simpa [Complex.re_sum] using congrArg Complex.re (h1 i)
      · simpa [Complex.re_sum] using congrArg Complex.re h2
  · rintro ⟨v, hv, h⟩
    obtain ⟨s, hs⟩ : ∃ s : ℝ, s = -((b ⬝ᵥ v) / c) := ⟨_, rfl⟩
    have h' : A *ᵥ v = (-s) • b := by rw [h, hs, neg_neg]
    refine ⟨fun i => (v i : ℂ), (s : ℂ), Or.inl fun h0 => hv (funext fun i =>
      Complex.ofReal_eq_zero.mp (congrFun h0 i)), fun i => ?_, ?_⟩
    · have r : ∑ j, A i j * v j + b i * s = 0 := by
        have e : ∑ j, A i j * v j = -s * b i := congrFun h' i
        linear_combination e
      beta_reduce
      exact_mod_cast r
    · have r : ∑ j, b j * v j + c * s = 0 := by
        change b ⬝ᵥ v + c * s = 0
        have e := div_mul_cancel₀ (b ⬝ᵥ v) hc
        rw [hs]
        linear_combination -e
      beta_reduce
      exact_mod_cast r

/-- For fixed real `b` and fixed real nonzero `c`, the Kohn matrix of `H - E` is singular
exactly when `E` is an eigenvalue of the dressed Hamiltonian `H - b bᵀ / c`. -/
theorem real_kohn_pole_iff (H : Matrix n n ℝ) (b : n → ℝ) {c : ℝ} (hc : c ≠ 0) (E : ℝ) :
    (kohnMatrix (H - E • (1 : Matrix n n ℝ)) b (c : ℂ)).det = 0 ↔
      ∃ v : n → ℝ, v ≠ 0 ∧ dressed H b c *ᵥ v = E • v := by
  rw [real_kohn_singular_iff _ b hc]
  refine exists_congr fun v => and_congr_right fun _ => ?_
  have hd : dressed H b c *ᵥ v = H *ᵥ v - ((b ⬝ᵥ v) / c) • b := by
    funext i
    simp only [dressed, Matrix.mulVec, dotProduct, Matrix.of_apply, Pi.sub_apply,
      Pi.smul_apply, smul_eq_mul]
    rw [Finset.sum_div, Finset.sum_mul, ← Finset.sum_sub_distrib]
    exact Finset.sum_congr rfl fun j _ => by ring
  rw [shift_mulVec, hd, sub_eq_iff_eq_add, sub_eq_iff_eq_add']

/-- For symmetric `H` in a nonempty basis, fixed real `b` and fixed real nonzero `c`, there is
a real energy at which the Kohn matrix of `H - E` is singular. -/
theorem real_kohn_pole_exists [Nonempty n] {H : Matrix n n ℝ} (hH : H.IsSymm) (b : n → ℝ)
    {c : ℝ} (hc : c ≠ 0) :
    ∃ E : ℝ, (kohnMatrix (H - E • (1 : Matrix n n ℝ)) b (c : ℂ)).det = 0 := by
  have hD : (dressed H b c).IsHermitian := Matrix.IsHermitian.ext fun i j => by
    rw [star_trivial]
    change H j i - b j * b i / c = H i j - b i * b j / c
    rw [hH.apply i j]
    ring
  -- any eigenvector of the symmetric dressed Hamiltonian will do
  let k : n := Classical.arbitrary n
  refine ⟨hD.eigenvalues k, (real_kohn_pole_iff H b hc _).2
    ⟨(hD.eigenvectorBasis k).ofLp, fun h0 => ?_, hD.mulVec_eigenvectorBasis k⟩⟩
  apply hD.eigenvectorBasis.orthonormal.ne_zero k
  ext i
  exact congrFun h0 i

/-- With one basis function and real nonzero `c`, the Kohn matrix is singular exactly at
`E = h - b² / c`. -/
theorem real_kohn_one_function (h E b : ℝ) {c : ℝ} (hc : c ≠ 0) :
    (kohnMatrix !![h - E] ![b] (c : ℂ)).det = 0 ↔ E = h - b ^ 2 / c := by
  rw [real_kohn_singular_iff _ _ hc]
  constructor
  · rintro ⟨v, hv, e⟩
    have hv0 : v 0 ≠ 0 := fun h0 => hv (funext fun i => by
      rw [Subsingleton.elim i 0]
      exact h0)
    have e0 : (h - E) * v 0 = b * v 0 / c * b := by
      simpa [Matrix.mulVec, dotProduct] using congrFun e 0
    have e1 : (h - E - b ^ 2 / c) * v 0 = 0 := by linear_combination e0
    have e2 := (mul_eq_zero.mp e1).resolve_right hv0
    linarith
  · intro hE
    refine ⟨fun _ => 1, fun h0 => one_ne_zero (congrFun h0 0), funext fun i => ?_⟩
    rw [Subsingleton.elim i 0]
    have e : (h - E) * 1 = b * 1 / c * b := by
      rw [hE]
      ring
    simpa [Matrix.mulVec, dotProduct] using e

/-- With one basis function and `c` off the real axis, the Kohn matrix is singular at a real
energy `E` only if `E = h` and the coupling `b` vanishes, and then it is singular. -/
theorem complex_kohn_one_function (h E b : ℝ) {c : ℂ} (hc : c.im ≠ 0) :
    (kohnMatrix !![h - E] ![b] c).det = 0 ↔ E = h ∧ b = 0 := by
  have hs : (!![h - E] : Matrix (Fin 1) (Fin 1) ℝ).IsSymm :=
    Matrix.IsSymm.ext fun i j => by rw [Subsingleton.elim i j]
  rw [complex_kohn_singular_iff hs _ hc]
  constructor
  · rintro ⟨v, hv, e1, e2⟩
    have hv0 : v 0 ≠ 0 := fun h0 => hv (funext fun i => by
      rw [Subsingleton.elim i 0]
      exact h0)
    have f1 : (h - E) * v 0 = 0 := by
      simpa [Matrix.mulVec, dotProduct] using congrFun e1 0
    have f2 : b * v 0 = 0 := by simpa [dotProduct] using e2
    have g1 := (mul_eq_zero.mp f1).resolve_right hv0
    exact ⟨by linarith, (mul_eq_zero.mp f2).resolve_right hv0⟩
  · rintro ⟨hE, hb⟩
    refine ⟨fun _ => 1, fun h0 => one_ne_zero (congrFun h0 0), funext fun i => ?_, ?_⟩
    · rw [Subsingleton.elim i 0]
      simp [Matrix.mulVec, dotProduct, hE]
    · simp [dotProduct, hb]

end

end KohnVariational
```

```lean
#print axioms KohnVariational.complex_kohn_singular_iff
#print axioms KohnVariational.complex_kohn_pole_free_iff
#print axioms KohnVariational.real_kohn_one_function
#print axioms KohnVariational.complex_kohn_one_function
```

```
'KohnVariational.complex_kohn_singular_iff' depends on axioms: [propext, Classical.choice, Quot.sound]
'KohnVariational.complex_kohn_pole_free_iff' depends on axioms: [propext, Classical.choice, Quot.sound]
'KohnVariational.real_kohn_one_function' depends on axioms: [propext, Classical.choice, Quot.sound]
'KohnVariational.complex_kohn_one_function' depends on axioms: [propext, Classical.choice, Quot.sound]
```

## How the proofs follow the elimination

`singular_iff_amplitudes` turns the vanishing determinant into the two homogeneous equations, by splitting a null vector into its `Sum.inl` and `Sum.inr` components.

`border_amplitude_zero` is the central argument. Its `hS` says that the quadratic form equals its own conjugate, by exchanging the two sums and using symmetry. `hb` is the conjugated border equation, and `hv` evaluates the form as $\bar c\,|t|^2$. Together they give `hz`, the product $(c-\bar c)\,t\bar t=0$, whose first factor is excluded by `hc`.

`complex_kohn_singular_iff` then makes the case distinction on whether the real part of `x` vanishes. `complex_kohn_pole_free_iff` applies it to $H-E$, using `shift_mulVec` to recover the eigenvalue equation.

In `real_kohn_singular_iff`, the local statement `key` eliminates the border amplitude from a real solution, and is applied to the real or the imaginary part. `real_kohn_pole_iff` moves the coupling term to the other side, and `real_kohn_pole_exists` takes an eigenvector from Mathlib's spectral theorem for Hermitian matrices. The one-function theorems specialise the general criteria and cancel the nonzero component `v 0`.

## Singular energies in a scattering code

A Kohn code typically assembles $M$ at each energy and solves a linear system for the amplitudes. Near a singular energy, the smallest singular value of $M$ approaches zero and the solution becomes sensitive to small errors in the matrix elements. Plotting that singular value against $E$ shows where this happens, provided that the energy grid is fine enough to resolve narrow minima.

In practice $b$ and $c$ also vary with $E$. The singularity criteria still apply at each energy separately, so for real $b(E)$ and real $c(E)\neq0$ one tests whether $E$ is an eigenvalue of $H-b(E)b(E)^T/c(E)$. The guarantee that a singular energy exists does not carry over, since it assumes fixed $b$ and $c$.

For electron scattering calculations, the result separates the effect of a complex corner element from that of a real one, within a model that has a finite basis, one scattering function and real couplings.
